# Valleys with linear strain shifts have a Boltzmann free energy that is concave in strain

## Valleys, shifts and temperature

The conduction band of a semiconductor has $N \ge 1$ minima, called valleys, among which the carriers, here electrons, are distributed. The crystal is deformed along a fixed pattern, and the dimensionless number $t$ measures the strain along that pattern. The following conventions hold throughout.

- The letter $t$ is a strain and not a time. It may be any real number.
- The shift $s_i$ is the energy by which valley $i$ moves per unit strain, so the valley lies at $t s_i$. It is a real number of either sign, fixed by the deformation potentials and the strain pattern.
- The letter $T$ is the temperature multiplied by Boltzmann's constant. It is an energy, and $T>0$.
- All valleys have the same energy at $t=0$ and the same density of states.

The partition sum and the free energy per carrier are

$$Z(t)=\sum_i e^{-t s_i/T},\qquad F(t)=-T\log Z(t).$$

The motion of a carrier within its valley multiplies $Z$ by a common factor. If strain leaves that factor unchanged, it adds a constant to $F$ and has no effect on the curvature.

For a quantity $f_i$ that depends on the valley, the thermal mean at strain $t$ is

$$\langle f\rangle_t=\frac{1}{Z(t)}\sum_i e^{-t s_i/T} f_i .$$

## Why carriers soften a crystal

If the carriers stayed where they were, their energy would be linear in strain and would add nothing to the stiffness. If the shifts differ, carriers in equilibrium move towards the valleys that strain has lowered relative to the others. This redistribution makes the carriers' free energy bend downwards, and its negative second derivative with respect to strain lowers the elastic constant of the crystal.

In deformation-potential calculations for a lightly doped semiconductor, $nF''(0)$ is the electronic contribution to the elastic constant of the chosen strain pattern, for $n$ independent, non-degenerate carriers per unit undeformed volume, kept in equilibrium at fixed temperature, if the valleys shift linearly and strain leaves the factor for motion within a valley unchanged. The identification of $nF''(0)$ with this elastic contribution is the step from the model to the crystal, and the hypotheses of the theorem do not supply it.

## The curvature and its zeros

The theorem `electronic_softening` says three things for $T>0$:

1. $F''(t)\le 0$ at every real strain $t$.
2. At zero strain the curvature is minus the equal-weight variance of the shifts, divided by $T$:
$$F''(0)=-\frac1T\left[\frac1N\sum_i s_i^2-\Big(\frac1N\sum_i s_i\Big)^2\right].$$
3. At any given strain, $F''(t)=0$ exactly when all shifts are equal.

With a single valley the third condition holds automatically, and indeed $F(t)=t s_1$ has no curvature. With several valleys, a strain that moves them all together gives no softening of this kind.

In Lean the valleys are the elements of a type `ι` that is finite and nonempty, so they need no numbering. The shifts are a function `s : ι → ℝ`, and the hypothesis `hT : 0 < T` makes the temperature positive. The functions $Z$ and $F$ are `partitionSum s T` and `freeEnergy s T`, and $\langle f\rangle_t$ is `valleyMean s T t f`, with the averaged quantity as last argument. The number $N$ is `Fintype.card ι`, and $F''(t)$ is written `deriv (deriv (freeEnergy s T)) t`. Equality of all shifts reads `∀ i j, s i = s j`.

The model leaves out Fermi statistics, interactions between carriers, terms of second order in strain in the valley energies, changes of the effective masses with strain, and coupling between valleys.

## From the partition sum to the variance

Write $w_i=e^{-t s_i/T}$ for the Boltzmann weight of valley $i$. Its strain derivative is $w_i'=-s_i w_i/T$. With

$$B=\sum_i w_i s_i,\qquad A=\sum_i w_i s_i^2,$$

differentiation term by term gives $Z'=-B/T$ and $B'=-A/T$.

Since $Z>0$, the logarithm can be differentiated, and the first derivative of the free energy is the mean shift:

$$F'=-T\,\frac{Z'}{Z}=\frac{B}{Z}=\langle s\rangle_t .$$

The quotient rule then gives the second derivative:

$$F''=\frac{B'Z-BZ'}{Z^2}=\frac{-AZ/T+B^2/T}{Z^2}
=-\frac1T\left[\frac AZ-\Big(\frac BZ\Big)^2\right]
=-\frac{\langle s^2\rangle_t-\langle s\rangle_t^2}{T}.$$

To read off the sign, put $m=\langle s\rangle_t=B/Z$ and expand the mean squared deviation:

$$\langle (s-m)^2\rangle_t=\frac{A-2mB+m^2Z}{Z}=\frac AZ-2m^2+m^2=\langle s^2\rangle_t-\langle s\rangle_t^2 .$$

Hence

$$F''(t)=-\frac{1}{T}\,\frac{\sum_i w_i(s_i-m)^2}{Z}.$$

Every term of the sum is nonnegative, and $Z$ and $T$ are positive, so $F''(t)\le0$.

If $F''(t)=0$, the sum vanishes, and therefore each of its terms does. Because $w_i>0$, every $s_i$ equals $m$, so the shifts are all equal. Conversely, if all shifts have a common value, their mean is that value, each deviation is zero, and $F''(t)=0$.

At $t=0$ every weight is $1$ and $Z=N$. Thermal means become equal-weight means, which gives the stated formula for $F''(0)$.

For two valleys with shifts $a$ and $b$ the variance is

$$\frac{a^2+b^2}{2}-\frac{(a+b)^2}{4}=\frac{(a-b)^2}{4},$$

so $F''(0)=-(a-b)^2/(4T)$.

## Definitions, lemmas and theorems in Lean

```lean
import Mathlib

open Real

namespace ElectronicElasticSoftening

noncomputable section

variable {ι : Type*} [Fintype ι]

/-- Partition sum of valleys whose energies are `t * s i` at strain `t`, for temperature
`T ≠ 0` in energy units. -/
def partitionSum (s : ι → ℝ) (T t : ℝ) : ℝ := ∑ i, exp (-t * s i / T)

/-- Free energy `-T log Z` of the valleys at strain `t`, for a nonempty set of valleys and
`T ≠ 0`. -/
def freeEnergy (s : ι → ℝ) (T t : ℝ) : ℝ := -T * log (partitionSum s T t)

/-- Boltzmann-weighted mean of a valley quantity `f` at strain `t`, for a nonempty set of
valleys and `T ≠ 0`. -/
def valleyMean (s : ι → ℝ) (T t : ℝ) (f : ι → ℝ) : ℝ :=
  (∑ i, exp (-t * s i / T) * f i) / partitionSum s T t

/-- The strain derivative of a Boltzmann-weighted sum brings down a factor `-s i / T` for
each valley. -/
theorem hasDerivAt_weightedSum (s f : ι → ℝ) {T : ℝ} (t : ℝ) :
    HasDerivAt (fun u : ℝ => ∑ i, exp (-u * s i / T) * f i)
      (-(∑ i, exp (-t * s i / T) * (s i * f i)) / T) t := by
  have h : HasDerivAt (fun u : ℝ => ∑ i, exp (-u * s i / T) * f i)
      (∑ i, exp (-t * s i / T) * (-1 * s i / T) * f i) t := by
    apply HasDerivAt.fun_sum
    intro i _
    exact (((hasDerivAt_id' t).fun_neg.mul_const (s i)).div_const T).exp.mul_const (f i)
  refine h.congr_deriv ?_
  rw [← Finset.sum_neg_distrib, Finset.sum_div]
  exact Finset.sum_congr rfl fun i _ => by ring

/-- The partition sum has strain derivative `-(∑ exp(-t s i / T) s i) / T`. -/
theorem hasDerivAt_partitionSum (s : ι → ℝ) {T : ℝ} (t : ℝ) :
    HasDerivAt (partitionSum s T) (-(∑ i, exp (-t * s i / T) * s i) / T) t := by
  have h := hasDerivAt_weightedSum s (fun _ => 1) (T := T) t
  simp only [mul_one] at h
  exact h

variable [Nonempty ι]

/-- The partition sum of at least one valley is positive. -/
theorem partitionSum_pos (s : ι → ℝ) (T t : ℝ) : 0 < partitionSum s T t :=
  Finset.sum_pos (fun _ _ => exp_pos _) Finset.univ_nonempty

/-- At positive temperature the first strain derivative of the free energy is the thermal
mean of the valley shifts. -/
theorem hasDerivAt_freeEnergy (s : ι → ℝ) {T : ℝ} (hT : 0 < T) (t : ℝ) :
    HasDerivAt (freeEnergy s T) (valleyMean s T t s) t := by
  have hne := (partitionSum_pos s T t).ne'
  have hT' := hT.ne'
  have key : ∀ S Z : ℝ, Z ≠ 0 → -T * (-S / T / Z) = S / Z := by
    intro S Z hZ
    field_simp
  exact (((hasDerivAt_partitionSum s t).log hne).const_mul (-T)).congr_deriv (key _ _ hne)

/-- At positive temperature the thermal mean of the shifts changes with strain at the rate
`-(⟨s²⟩ - ⟨s⟩²) / T`. -/
theorem hasDerivAt_valleyMean (s : ι → ℝ) {T : ℝ} (hT : 0 < T) (t : ℝ) :
    HasDerivAt (fun u => valleyMean s T u s)
      (-(valleyMean s T t (fun i => s i ^ 2) - valleyMean s T t s ^ 2) / T) t := by
  have hne := (partitionSum_pos s T t).ne'
  have hT' := hT.ne'
  have key : ∀ A B Z : ℝ, Z ≠ 0 →
      (-A / T * Z - B * (-B / T)) / Z ^ 2 = -(A / Z - (B / Z) ^ 2) / T := by
    intro A B Z hZ
    field_simp
    ring
  have hm : valleyMean s T t (fun i => s i ^ 2) =
      (∑ i, exp (-t * s i / T) * (s i * s i)) / partitionSum s T t := by
    simp only [valleyMean, pow_two]
  rw [hm]
  -- quotient rule for the weighted sum over the partition sum
  exact ((hasDerivAt_weightedSum s s t).fun_div (hasDerivAt_partitionSum s t) hne).congr_deriv
    (key _ _ _ hne)

/-- The thermal variance `⟨s²⟩ - ⟨s⟩²` is the mean squared deviation from the mean shift. -/
theorem variance_eq (s : ι → ℝ) (T t : ℝ) :
    valleyMean s T t (fun i => s i ^ 2) - valleyMean s T t s ^ 2 =
      valleyMean s T t (fun i => (s i - valleyMean s T t s) ^ 2) := by
  have hne := (partitionSum_pos s T t).ne'
  have hx : ∀ m : ℝ, ∑ i, exp (-t * s i / T) * (s i - m) ^ 2 =
      ∑ i, exp (-t * s i / T) * s i ^ 2 - 2 * m * ∑ i, exp (-t * s i / T) * s i
        + m ^ 2 * ∑ i, exp (-t * s i / T) := by
    intro m
    rw [Finset.mul_sum, Finset.mul_sum, ← Finset.sum_sub_distrib, ← Finset.sum_add_distrib]
    exact Finset.sum_congr rfl fun i _ => by ring
  have key : ∀ A B Z : ℝ, Z ≠ 0 →
      A / Z - (B / Z) ^ 2 = (A - 2 * (B / Z) * B + (B / Z) ^ 2 * Z) / Z := by
    intro A B Z hZ
    field_simp
    ring
  exact (key _ _ _ hne).trans
    (congrArg (fun x => x / partitionSum s T t) (hx (valleyMean s T t s)).symm)

/-- At positive temperature the curvature of the free energy is minus the mean squared
deviation of the valley shifts, divided by `T`. -/
theorem curvature_eq (s : ι → ℝ) {T : ℝ} (hT : 0 < T) (t : ℝ) :
    deriv (deriv (freeEnergy s T)) t =
      -valleyMean s T t (fun i => (s i - valleyMean s T t s) ^ 2) / T := by
  have h : deriv (freeEnergy s T) = fun u => valleyMean s T u s :=
    funext fun u => (hasDerivAt_freeEnergy s hT u).deriv
  rw [h, (hasDerivAt_valleyMean s hT t).deriv, variance_eq]

/-- At positive temperature the valley free energy has nonpositive curvature at every strain, its
curvature at zero strain is minus the equal-weight variance of the shifts over `T`, and at any
strain it vanishes iff all shifts are equal. -/
theorem electronic_softening (s : ι → ℝ) {T : ℝ} (hT : 0 < T) :
    (∀ t, deriv (deriv (freeEnergy s T)) t ≤ 0) ∧
    deriv (deriv (freeEnergy s T)) 0 =
      -((∑ i, s i ^ 2) / Fintype.card ι - ((∑ i, s i) / Fintype.card ι) ^ 2) / T ∧
    ∀ t, (deriv (deriv (freeEnergy s T)) t = 0 ↔ ∀ i j, s i = s j) := by
  have hnn : ∀ t m : ℝ, ∀ i ∈ Finset.univ, 0 ≤ exp (-t * s i / T) * (s i - m) ^ 2 :=
    fun t m i _ => by positivity
  refine ⟨fun t => ?_, ?_, fun t => ⟨fun h => ?_, fun h => ?_⟩⟩
  · rw [curvature_eq s hT]
    have hV : 0 ≤ valleyMean s T t (fun i => (s i - valleyMean s T t s) ^ 2) :=
      div_nonneg (Finset.sum_nonneg (hnn t _)) (partitionSum_pos s T t).le
    exact div_nonpos_of_nonpos_of_nonneg (neg_nonpos.mpr hV) hT.le
  · -- at zero strain all Boltzmann weights are equal
    have h0 : ∀ f : ι → ℝ, valleyMean s T 0 f = (∑ i, f i) / Fintype.card ι := by
      intro f
      simp [valleyMean, partitionSum]
    rw [curvature_eq s hT, ← variance_eq, h0, h0]
  · -- a vanishing sum of nonnegative terms forces every shift to equal the mean
    rw [curvature_eq s hT, div_eq_iff hT.ne', zero_mul, neg_eq_zero, valleyMean,
      div_eq_iff (partitionSum_pos s T t).ne', zero_mul,
      Finset.sum_eq_zero_iff_of_nonneg (hnn t _)] at h
    have hm : ∀ i, s i = valleyMean s T t s := fun i =>
      sub_eq_zero.mp (pow_eq_zero_iff two_ne_zero |>.mp
        ((mul_eq_zero.mp (h i (Finset.mem_univ i))).resolve_left (exp_pos _).ne'))
    exact fun i j => (hm i).trans (hm j).symm
  · obtain ⟨k⟩ := ‹Nonempty ι›
    have hm : valleyMean s T t s = s k := by
      rw [valleyMean, div_eq_iff (partitionSum_pos s T t).ne', partitionSum, Finset.mul_sum]
      exact Finset.sum_congr rfl fun i _ => by rw [h i k]; ring
    have hz : (fun i => (s i - s k) ^ 2) = fun _ => (0 : ℝ) :=
      funext fun i => by rw [h i k]; ring
    rw [curvature_eq s hT, hm, hz]
    simp [valleyMean]

/-- Two valleys with shifts `a` and `b` at positive temperature give the zero-strain
curvature `-(a - b)² / (4T)`. -/
theorem two_valley_softening (a b : ℝ) {T : ℝ} (hT : 0 < T) :
    deriv (deriv (freeEnergy ![a, b] T)) 0 = -(a - b) ^ 2 / (4 * T) := by
  rw [(electronic_softening ![a, b] hT).2.1, Fin.sum_univ_two, Fin.sum_univ_two,
    Fintype.card_fin]
  change -((a ^ 2 + b ^ 2) / ((2 : ℕ) : ℝ) - ((a + b) / ((2 : ℕ) : ℝ)) ^ 2) / T = _
  push_cast
  ring

end

end ElectronicElasticSoftening
```

```lean
#print axioms ElectronicElasticSoftening.hasDerivAt_freeEnergy
#print axioms ElectronicElasticSoftening.two_valley_softening
```

```
'ElectronicElasticSoftening.hasDerivAt_freeEnergy' depends on axioms: [propext, Classical.choice, Quot.sound]
'ElectronicElasticSoftening.two_valley_softening' depends on axioms: [propext, Classical.choice, Quot.sound]
```

## From weighted sums to the softening theorem

The lemma `hasDerivAt_weightedSum` differentiates $\sum_i w_i f_i$ for an arbitrary valley quantity $f$. It applies the rule for finite sums and, inside each term, the chain rule for the exponential. Taking $f=1$ gives $Z'$, which is `hasDerivAt_partitionSum`. Taking $f=s$ gives $B'$, which is needed later for the quotient rule.

The lemma `partitionSum_pos` shows $Z>0$ from the positivity of the exponential and the existence of at least one valley. It permits both the derivative of the logarithm and the divisions by $Z$.

The two derivatives of $F$ come from `hasDerivAt_freeEnergy` and `hasDerivAt_valleyMean`. Each contains an auxiliary statement `key`, which is the algebra of the corresponding step above with the sums replaced by plain real numbers. In the second lemma these numbers are called `A`, `B` and `Z`, as in the derivation. The tactic `field_simp` clears the denominators, and `ring` finishes the identity where anything remains to be shown.

The lemma `variance_eq` turns $\langle s^2\rangle_t-\langle s\rangle_t^2$ into the mean squared deviation. Its step `hx` expands the square under the sum for any number $m$, and its `key` deals with the choice $m=B/Z$. Then `curvature_eq` combines the derivatives with this identity into the formula for $F''$ from which the sign can be read.

The proof of `electronic_softening` has four parts, because the equivalence is proved in two directions.

- For the inequality, `hnn` records that each term $w_i(s_i-m)^2$ is nonnegative. Dividing by $Z$ and by $T$ preserves the sign. The sign of $T$ matters only here; for the other parts $T\neq0$ would be enough.
- For the value at zero strain, `h0` reduces thermal means to equal-weight means. The proof applies `variance_eq` backwards, since the stated formula has the form "mean of squares minus square of the mean".
- If the curvature vanishes, `Finset.sum_eq_zero_iff_of_nonneg` says that a sum of nonnegative terms is zero only if each term is. The positive exponential is cancelled from each product, and every shift equals the thermal mean.
- If all shifts agree, the proof picks one valley `k`, shows that the mean is `s k`, and finds that all deviations are zero.

Finally, `two_valley_softening` applies the zero-strain formula to the list of shifts `![a, b]` and simplifies the result.

## `HasDerivAt` and the second derivative

Two of Mathlib's ways to speak of a derivative matter here. The expression `deriv f t` is a number, and it is set to zero where $f$ is not differentiable, so an inequality such as $F''\le0$ would hold at such a point without any physical content. The statement `HasDerivAt f c t` says more: $f$ is differentiable at $t$, and its derivative there is $c$. The calculus in the file is done with `HasDerivAt`, so the curvature in the theorem is a true second derivative.

The rules for sums, products, logarithms and quotients each build a new `HasDerivAt` statement from old ones. The derivative they produce has whatever form the rule dictates. For the thermal mean it is the unsimplified quotient $(B'Z-BZ')/Z^2$. The method `congr_deriv` exchanges this value for another one, given a proof that the two are equal. For the two derivatives of $F$ the `key` identities supply that proof; for the weighted sum it is a term-by-term rearrangement of the sum. Calculus and algebra thus stay apart, much as they do in the derivation above.

The second derivative requires one more step. Knowing $F'$ at a single strain is not enough to differentiate it again. In `curvature_eq`, `funext` therefore turns the formula at every strain into an equality of functions, $F'=\langle s\rangle$. After this replacement, the derivative of the thermal mean gives the curvature.

## Valleys with unequal densities of states

The definition of $Z$ gives every valley the same weight at zero strain. This suits valleys related by crystal symmetry. A model that also admits inequivalent valleys, degenerate at $t=0$ but with different effective masses, would carry a positive, strain-independent factor $g_i$ for the density of states:

$$Z_g(t)=\sum_i g_i\,e^{-t s_i/T}.$$

The derivation by hand goes through with $w_i$ replaced by $g_i w_i$. The sign of the curvature and the condition for it to vanish stay the same, but the variance at zero strain is then taken with probabilities $g_i/\sum_j g_j$ in place of $1/N$. A formal version would need the factors $g_i$ and their positivity as additional data; the theorems here concern equal factors only.
